# The nonadiabatic coupling U⁻¹∂U of a twice continuously differentiable invertible matrix has zero curvature

Let U(x) be a square complex matrix that depends on the nuclear coordinates x. If its entries are twice continuously differentiable at x and det U(x) ≠ 0, then the couplings A_v = U⁻¹ ∂_v U satisfy

∂_v A_w − ∂_w A_v + A_v A_w − A_w A_v = 0

at x, for every pair of nuclear directions v and w. Here ∂_v is the derivative along v. On a plane with coordinates a and b, writing A = U⁻¹ ∂U/∂a and B = U⁻¹ ∂U/∂b, this reads

∂B/∂a − ∂A/∂b + AB − BA = 0.

## Electronic states as columns of a matrix

Take a finite-dimensional electronic space with an orthonormal basis that does not change with the geometry. The electronic states of interest, for instance the adiabatic ones, do change, but they are chosen orthonormal at each geometry. Their components in the fixed basis form the columns of a matrix. If the states span the whole space, this matrix is square and unitary; call it U. The derivative coupling between states i and j along v is then

⟨i|∂_v j⟩ = (U† ∂_v U)_ij = (U⁻¹ ∂_v U)_ij.

The equation stated at the top is called the curl condition. Its left side is the curvature of the coupling, and a coupling whose curvature vanishes is called flat. The condition matters for strict diabatisation, the search for an invertible, geometry-dependent change of basis T that removes the coupling exactly (practical schemes often only reduce it):

∂_v T + A_v T = 0 for all v.

Here A_v may be any given coupling, including that of an incomplete set of states. If a twice continuously differentiable T solves this in a region, then A_v = −(∂_v T) T⁻¹ = T ∂_v(T⁻¹) there. This is the coupling of the matrix T⁻¹, so by the curl condition A must be flat. For a complete set in this finite model, T = U⁻¹ is a solution: it leads back to the fixed basis.

If only some of the states are kept, their components form a rectangular matrix W with W†W = 1, and the coupling is S_v = W† ∂_v W. Its curvature is

(∂_v W)† (1 − WW†) ∂_w W − (∂_w W)† (1 − WW†) ∂_v W.

The matrix 1 − WW† projects onto the omitted states. Whatever curvature a truncated set has therefore comes from the parts of the derivatives that leave the set.

## The curl condition by hand

The determinant is a polynomial in the entries of U, so it is continuous and stays nonzero near x. There U⁻¹ is the adjugate divided by the determinant, and it is differentiable. Differentiating U⁻¹U = 1 gives

(∂_v U⁻¹) U + U⁻¹ ∂_v U = 0,

and multiplying by U⁻¹ from the right gives

∂_v U⁻¹ = −U⁻¹ (∂_v U) U⁻¹.

Now apply the product rule to A_w = U⁻¹ ∂_w U:

∂_v A_w = (∂_v U⁻¹) ∂_w U + U⁻¹ ∂_v ∂_w U
= −U⁻¹ (∂_v U) U⁻¹ ∂_w U + U⁻¹ ∂_v ∂_w U
= −A_v A_w + U⁻¹ ∂_v ∂_w U.

Exchanging v and w gives

∂_w A_v = −A_w A_v + U⁻¹ ∂_w ∂_v U.

The mixed second derivatives are equal, so they cancel in the difference:

∂_v A_w − ∂_w A_v = −A_v A_w + A_w A_v.

Adding A_v A_w − A_w A_v to both sides leaves zero on the right.

## The curvature of a truncated set by hand

Suppose that W is twice continuously differentiable at x and that W†W = 1 holds near x. The directions are real, so ∂_v(W†) = (∂_v W)†, and the product rule gives

∂_v S_w = (∂_v W)† ∂_w W + W† ∂_v ∂_w W.

Differentiating W†W = 1 gives

(∂_v W)† W = −W† ∂_v W = −S_v.

With this, the term that contains the projector becomes

(∂_v W)† (1 − WW†) ∂_w W = (∂_v W)† ∂_w W − (∂_v W)† W W† ∂_w W
= (∂_v W)† ∂_w W + S_v S_w.

In the curvature of S the second derivatives cancel again, which leaves

(∂_v W)† ∂_w W + S_v S_w − (∂_w W)† ∂_v W − S_w S_v.

By the previous identity, this is the projector term for (v, w) minus the one for (w, v). When W is square, WW† = 1 and the curvature vanishes, in agreement with the curl condition.

## What the Lean statements say

The nuclear coordinates live in `E`, an arbitrary real normed space. The plane is one instance, with v and w its two coordinate directions. The index types `m` and `n` are finite in the main theorems: `n` labels the electronic states and, for rectangular matrices, `m` labels the fixed basis.

- `partialD v F x` is ∂_v F at x, taken entry by entry, so no matrix norm has to be chosen.
- `TwiceSmooth F x` says that every entry is twice continuously differentiable at x, with respect to the real nuclear coordinates.
- `coupling U v x` is U⁻¹ ∂_v U, and `overlapCoupling W v x` is W† ∂_v W.
- `curvature A v w x` is the curl plus the commutator, with the signs used above.

The theorem `curl_condition` assumes `TwiceSmooth U x` and a nonzero determinant at x, and concludes that the curvature of `coupling U` is zero there. Unitarity is not required. The theorem `coupling_eq_overlap` adds that U⁻¹ ∂_v U equals U† ∂_v U at any geometry where U is unitary. The theorem `truncated_curvature` gives the projector formula, with orthonormality assumed in a neighbourhood of x because it has to be differentiated.

Smoothness of the states is assumed and not derived from a Hamiltonian, which does not appear in the file. For adiabatic states it can fail at a degeneracy such as a conical intersection. The fixed basis is also an idealisation: atomic orbitals that move with the nuclei would contribute derivatives of their own. Finally, the statements are local. They concern the curvature at a geometry and not the phases collected along a closed path.

## The Lean file

```lean
import Mathlib

open Matrix Filter Topology

namespace NonadiabaticCurl

noncomputable section

variable {E : Type*} [NormedAddCommGroup E] [NormedSpace ℝ E]
variable {l m n : Type*}

/-- The derivative of a matrix function of the nuclear coordinates along the direction `v`,
taken entry by entry. -/
def partialD (v : E) (F : E → Matrix m n ℂ) (x : E) : Matrix m n ℂ :=
  Matrix.of fun i j => fderiv ℝ (fun y => F y i j) x v

/-- Every matrix entry is twice continuously differentiable at the geometry `x`. -/
def TwiceSmooth (F : E → Matrix m n ℂ) (x : E) : Prop :=
  ∀ i j, ContDiffAt ℝ 2 (fun y => F y i j) x

/-- The nonadiabatic coupling `U⁻¹ ∂U` along `v`, for geometries where `U` is invertible. -/
def coupling [Fintype n] [DecidableEq n] (U : E → Matrix n n ℂ) (v x : E) : Matrix n n ℂ :=
  (U x)⁻¹ * partialD v U x

/-- The coupling `W† ∂W` along `v` of the electronic states that form the columns of `W`. -/
def overlapCoupling [Fintype m] (W : E → Matrix m n ℂ) (v x : E) : Matrix n n ℂ :=
  (W x)ᴴ * partialD v W x

/-- The curl of a matrix-valued coupling plus its commutator, for the directions `v` and `w`. -/
def curvature [Fintype n] (A : E → E → Matrix n n ℂ) (v w x : E) : Matrix n n ℂ :=
  partialD v (A w) x - partialD w (A v) x + A v x * A w x - A w x * A v x

/-- Product rule for matrix functions whose entries are differentiable at `x`. -/
theorem partialD_mul [Fintype m] (v : E) {x : E} {F : E → Matrix l m ℂ} {G : E → Matrix m n ℂ}
    (hF : ∀ i j, DifferentiableAt ℝ (fun y => F y i j) x)
    (hG : ∀ i j, DifferentiableAt ℝ (fun y => G y i j) x) :
    partialD v (fun y => F y * G y) x = partialD v F x * G x + F x * partialD v G x := by
  ext i j
  have h : HasFDerivAt (fun y => (F y * G y) i j)
      (∑ k, (F x i k • fderiv ℝ (fun y => G y k j) x
        + G x k j • fderiv ℝ (fun y => F y i k) x)) x := by
    simp only [Matrix.mul_apply]
    exact HasFDerivAt.fun_sum fun k _ => (hF i k).hasFDerivAt.mul (hG k j).hasFDerivAt
  change fderiv ℝ (fun y => (F y * G y) i j) x v = _
  rw [h.fderiv]
  simp [partialD, Matrix.mul_apply, Finset.sum_add_distrib, mul_comm, add_comm]

/-- A matrix function that is constant near `x` has zero derivative there. -/
theorem partialD_of_const (v : E) {x : E} {F : E → Matrix m n ℂ} {C : Matrix m n ℂ}
    (h : ∀ᶠ y in 𝓝 x, F y = C) : partialD v F x = 0 := by
  ext i j
  have he : (fun y => F y i j) =ᶠ[𝓝 x] fun _ => C i j := h.mono fun y hy => by simp only [hy]
  change fderiv ℝ (fun y => F y i j) x v = 0
  rw [he.fderiv_eq]
  simp

/-- For twice continuously differentiable entries, the first derivatives are differentiable and
the mixed second derivatives agree. -/
theorem partialD_comm {x : E} {F : E → Matrix m n ℂ} (h : TwiceSmooth F x) (v w : E) :
    (∀ i j, DifferentiableAt ℝ (fun y => partialD v F y i j) x) ∧
      partialD v (partialD w F) x = partialD w (partialD v F) x := by
  have hd : ∀ i j, DifferentiableAt ℝ (fderiv ℝ (fun y => F y i j)) x := fun i j =>
    ((h i j).fderiv_right (m := 1) one_add_one_eq_two.le).differentiableAt one_ne_zero
  refine ⟨fun i j => (hd i j).clm_apply (differentiableAt_const v), ?_⟩
  ext i j
  have key : ∀ p q : E, fderiv ℝ (fun y => fderiv ℝ (fun z => F z i j) y q) x p
      = fderiv ℝ (fderiv ℝ (fun z => F z i j)) x p q := by
    intro p q
    rw [fderiv_clm_apply (hd i j) (differentiableAt_const q)]
    simp
  exact (key v w).trans (((h i j).isSymmSndFDerivAt (by simp) v w).trans (key w v).symm)

variable [Fintype m] [Fintype n] [DecidableEq m] [DecidableEq n]

/-- The determinant of a twice continuously differentiable matrix function is twice continuously
differentiable. -/
theorem contDiffAt_det {x : E} {U : E → Matrix n n ℂ} (h : TwiceSmooth U x) :
    ContDiffAt ℝ 2 (fun y => (U y).det) x := by
  simp only [Matrix.det_apply']
  exact ContDiffAt.sum fun σ _ => contDiffAt_const.mul (contDiffAt_prod fun i _ => h (σ i) i)

/-- Where `U` is twice continuously differentiable and invertible, its inverse has differentiable
entries, and `∂(U⁻¹) = -U⁻¹ (∂U) U⁻¹`. -/
theorem partialD_inv {x : E} {U : E → Matrix n n ℂ} (h : TwiceSmooth U x)
    (hdet : (U x).det ≠ 0) (v : E) :
    (∀ i j, DifferentiableAt ℝ (fun y => (U y)⁻¹ i j) x) ∧
      partialD v (fun y => (U y)⁻¹) x = -((U x)⁻¹ * partialD v U x * (U x)⁻¹) := by
  -- Cramer's rule gives the smoothness of the inverse
  have hI : ∀ i j, DifferentiableAt ℝ (fun y => (U y)⁻¹ i j) x := by
    intro i j
    simp only [Matrix.inv_def, Ring.inverse_eq_inv', Matrix.smul_apply, smul_eq_mul,
      Matrix.adjugate_apply]
    refine (((contDiffAt_det h).inv hdet).mul (contDiffAt_det fun k q => ?_)).differentiableAt
      two_ne_zero
    by_cases hk : k = j
    · simp only [Matrix.updateRow_apply, hk, if_true]
      exact contDiffAt_const
    · simp only [Matrix.updateRow_apply, hk, if_false]
      exact h k q
  refine ⟨hI, ?_⟩
  -- differentiate `U⁻¹ U = 1`, which holds near `x`
  have hev : ∀ᶠ y in 𝓝 x, (U y)⁻¹ * U y = 1 :=
    ((contDiffAt_det h).continuousAt.eventually_ne hdet).mono fun y hy =>
      Matrix.nonsing_inv_mul _ (isUnit_iff_ne_zero.mpr hy)
  have h1 : 0 = partialD v (fun y => (U y)⁻¹) x * U x + (U x)⁻¹ * partialD v U x :=
    (partialD_of_const v hev).symm.trans
      (partialD_mul v hI fun i j => (h i j).differentiableAt two_ne_zero)
  have h2 : U x * (U x)⁻¹ = 1 := Matrix.mul_nonsing_inv _ (isUnit_iff_ne_zero.mpr hdet)
  calc partialD v (fun y => (U y)⁻¹) x
      = partialD v (fun y => (U y)⁻¹) x * (U x * (U x)⁻¹) := by rw [h2, mul_one]
    _ = (partialD v (fun y => (U y)⁻¹) x * U x + (U x)⁻¹ * partialD v U x) * (U x)⁻¹
        - (U x)⁻¹ * partialD v U x * (U x)⁻¹ := by
      rw [add_mul, add_sub_cancel_right, mul_assoc]
    _ = _ := by rw [← h1, zero_mul, zero_sub]

/-- Curl condition: where `U` is twice continuously differentiable and invertible, the coupling
`U⁻¹ ∂U` has zero curvature for every pair of nuclear directions. -/
theorem curl_condition {x : E} {U : E → Matrix n n ℂ} (h : TwiceSmooth U x)
    (hdet : (U x).det ≠ 0) (v w : E) : curvature (coupling U) v w x = 0 := by
  have e : ∀ p q : E, partialD p (coupling U q) x
      = -(coupling U p x * coupling U q x) + (U x)⁻¹ * partialD p (partialD q U) x := by
    intro p q
    change partialD p (fun y => (U y)⁻¹ * partialD q U y) x = _
    rw [partialD_mul p (partialD_inv h hdet p).1 (partialD_comm h q q).1,
      (partialD_inv h hdet p).2]
    simp only [coupling, neg_mul, mul_assoc]
  -- the mixed second derivatives cancel
  unfold curvature
  rw [e v w, e w v, (partialD_comm h v w).2]
  abel

/-- If `U` is unitary at `x`, the coupling `U⁻¹ ∂U` is the overlap coupling `U† ∂U`. -/
theorem coupling_eq_overlap {x : E} {U : E → Matrix n n ℂ} (h : (U x)ᴴ * U x = 1) (v : E) :
    coupling U v x = overlapCoupling U v x := by
  rw [coupling, overlapCoupling, Matrix.inv_eq_left_inv h]

/-- For twice continuously differentiable states that are orthonormal near `x`, the curvature of
the overlap coupling is carried by the projector `1 - W W†` on the omitted states. -/
theorem truncated_curvature {x : E} {W : E → Matrix m n ℂ} (h : TwiceSmooth W x)
    (ho : ∀ᶠ y in 𝓝 x, (W y)ᴴ * W y = 1) (v w : E) :
    curvature (overlapCoupling W) v w x
      = (partialD v W x)ᴴ * (1 - W x * (W x)ᴴ) * partialD w W x
        - (partialD w W x)ᴴ * (1 - W x * (W x)ᴴ) * partialD v W x := by
  have hW : ∀ i j, DifferentiableAt ℝ (fun y => W y i j) x :=
    fun i j => (h i j).differentiableAt two_ne_zero
  have hc : ∀ i j, HasFDerivAt (fun y => (W y)ᴴ i j)
      ((Complex.conjCLE : ℂ →L[ℝ] ℂ).comp (fderiv ℝ (fun y => W y j i) x)) x := fun i j =>
    (Complex.conjCLE : ℂ →L[ℝ] ℂ).hasFDerivAt.comp x (hW j i).hasFDerivAt
  have hs : ∀ p : E, partialD p (fun y => (W y)ᴴ) x = (partialD p W x)ᴴ := by
    intro p
    ext i j
    exact DFunLike.congr_fun (hc i j).fderiv p
  -- differentiated orthonormality
  have hz : ∀ p : E, (partialD p W x)ᴴ * W x + (W x)ᴴ * partialD p W x = 0 := by
    intro p
    rw [← hs p, ← partialD_mul p (fun i j => (hc i j).differentiableAt) hW]
    exact partialD_of_const p ho
  have e : ∀ p q : E, partialD p (overlapCoupling W q) x
      = (partialD p W x)ᴴ * partialD q W x + (W x)ᴴ * partialD p (partialD q W) x := by
    intro p q
    rw [← hs p]
    exact partialD_mul p (fun i j => (hc i j).differentiableAt) (partialD_comm h q q).1
  have t : ∀ p q : E, (partialD p W x)ᴴ * (1 - W x * (W x)ᴴ) * partialD q W x
      = (partialD p W x)ᴴ * partialD q W x
        + overlapCoupling W p x * overlapCoupling W q x := by
    intro p q
    rw [Matrix.mul_sub, Matrix.mul_one, Matrix.sub_mul, ← Matrix.mul_assoc _ (W x),
      eq_neg_of_add_eq_zero_left (hz p)]
    simp only [overlapCoupling, Matrix.neg_mul, sub_neg_eq_add, Matrix.mul_assoc]
  unfold curvature
  rw [e v w, e w v, t v w, t w v, (partialD_comm h v w).2]
  abel

end

end NonadiabaticCurl
```

```lean
#print axioms NonadiabaticCurl.curl_condition
-- 'NonadiabaticCurl.curl_condition' depends on axioms: [propext, Classical.choice, Quot.sound]
#print axioms NonadiabaticCurl.coupling_eq_overlap
-- 'NonadiabaticCurl.coupling_eq_overlap' depends on axioms: [propext, Classical.choice, Quot.sound]
#print axioms NonadiabaticCurl.truncated_curvature
-- 'NonadiabaticCurl.truncated_curvature' depends on axioms: [propext, Classical.choice, Quot.sound]
```

## How the lemmas fit together

**Rules of differentiation.** `partialD_mul` is the product rule for matrices. It writes an entry of the product as a sum over the inner index, differentiates each term with the scalar product rule, and keeps the order of the matrix factors. `partialD_of_const` says that a matrix function which is constant near x has zero derivative there; it is applied to U⁻¹U = 1 and to W†W = 1.

**Second derivatives.** `partialD_comm` has two parts: the first derivatives are themselves differentiable, and the mixed second derivatives agree. The inner step `key` identifies the repeated directional derivative with the second derivative evaluated on two directions, and Mathlib's symmetry theorem for second derivatives then applies.

**The inverse.** `contDiffAt_det` expands the determinant as a sum over permutations of products of entries. In `partialD_inv`, the step `hI` obtains differentiability of U⁻¹ from the adjugate formula: each entry of the adjugate is the determinant of U with one row replaced by a constant row, so the determinant lemma covers it too. The step `hev` records that U⁻¹U = 1 holds near x, and `h1` is its derivative. The `calc` block carries out the multiplication by U⁻¹ from the right.

**The curl condition.** In `curl_condition`, the step `e` is the formula

∂_p A_q = −A_p A_q + U⁻¹ ∂_p ∂_q U

for arbitrary directions p and q. It is used once for (v, w) and once for (w, v). After `partialD_comm` has made the second derivatives identical, only sums and differences of the same matrix products remain, and `abel` cancels them.

**Orthonormal states.** `coupling_eq_overlap` uses the fact that a left inverse of a square matrix is its inverse. In `truncated_curvature`, `hc` and `hs` show that differentiation commutes with the conjugate transpose, and `hz` is the differentiated orthonormality relation. The step `e` is the derivative of the overlap coupling, and `t` rewrites the projector term as in the derivation by hand. Substituting both and exchanging the second derivatives leaves another additive identity for `abel`.
